# The hydrogen ground state has ⟨r²⟩⟨p²⟩ = 3ħ², above the minimum 9ħ²/4

In atomic units, the non-relativistic ground state of one electron bound to a fixed point nucleus has ⟨r²⟩⟨p²⟩ = 3 for every nuclear charge Z > 0. The least value for real, spherically symmetric states is 9/4, under the continuity, differentiability and finiteness conditions given in part (f), and a Gaussian reaches it.

## Radial integrals for an s state

An electron in an s state has the wavefunction ψ = R(r)/√(4π), where r is the distance from the nucleus and R is taken to be real. How far it spreads and how much momentum it carries are both fixed by integrals of R over positive r. With ħ = 1 and R normalised, they are

⟨rᵏ⟩ = ∫ rᵏ⁺² R² dr,  ⟨p²⟩ = ∫ r² R′² dr.

All integrals below run from 0 to ∞.

```lean
import Mathlib

open MeasureTheory Set Filter Real

namespace HydrogenRadialUncertainty

noncomputable section
```

In Lean, `radialIntegral R m` is the integral of rᵐR². The volume element r² is counted in m, so m = 2 gives the norm, m = 1 gives ⟨1/r⟩ and m = 4 gives ⟨r²⟩.

```lean
/-- The radial integral of `r ^ m * R(r) ^ 2` over positive `r`; the volume element `r ^ 2`
is counted in the power `m`. -/
def radialIntegral (R : ℝ → ℝ) (m : ℕ) : ℝ :=
  ∫ r in Ioi (0 : ℝ), r ^ m * R r ^ 2
```

`momentumSq R` is the integral of r²R′², with `deriv R` for R′. That this equals the expectation value of −∇² in the three-dimensional state ψ is taken from physics and not proved in the code; the same goes for the radial form of ⟨rᵏ⟩.

```lean
/-- The integral of `r ^ 2 * R'(r) ^ 2` over positive `r`, which is the expectation value of `p ^ 2`
in atomic units for a normalised s state if `R` is differentiable for `r > 0` and the integral is
finite. -/
def momentumSq (R : ℝ → ℝ) : ℝ :=
  ∫ r in Ioi (0 : ℝ), r ^ 2 * deriv R r ^ 2
```

The state itself is entered as a formula, not derived from the Schrödinger equation. It describes a non-relativistic electron and a fixed point nucleus of charge Z. The factor Z^(3/2) is written as `Z * √Z`.

```lean
/-- The radial ground state `2 Z^(3/2) exp(-Z r)` of a one-electron atom with nuclear
charge `Z > 0`. -/
def groundState (Z r : ℝ) : ℝ := 2 * (Z * √Z) * Real.exp (-(Z * r))
```

## (a) A power times an exponential

Show that for n = 0, 1, 2, … and b > 0

∫ rⁿ exp(−br) dr = n!/bⁿ⁺¹.

**Solution.** Put x = br. The integral becomes Jₙ/bⁿ⁺¹ with Jₙ = ∫ xⁿ exp(−x) dx. Here J₀ = 1, and integration by parts gives Jₙ = n Jₙ₋₁ for n ≥ 1, so Jₙ = n!.

Lean takes the same integral from Mathlib in its Gamma-function form, with n + 1 as the argument of Γ, and then uses Γ(n + 1) = n!.

```lean
/-- The integral of `r ^ n * exp(-b r)` over positive `r` is `n! / b ^ (n + 1)` for `b > 0`. -/
theorem integral_pow_mul_exp (n : ℕ) {b : ℝ} (hb : 0 < b) :
    ∫ r in Ioi (0 : ℝ), r ^ n * Real.exp (-(b * r)) = (n.factorial : ℝ) / b ^ (n + 1) := by
  have h := Real.integral_rpow_mul_exp_neg_mul_Ioi (a := (n : ℝ) + 1) (by positivity) hb
  rw [Real.Gamma_nat_eq_factorial, add_sub_cancel_right] at h
  simp only [Real.rpow_natCast] at h
  rw [h, ← Nat.cast_succ, Real.rpow_natCast, one_div, inv_pow, div_eq_mul_inv, mul_comm]
```

## (b) Every moment of the ground state

For R = 2Z^(3/2) exp(−Zr) with Z > 0, show that for m = 0, 1, 2, …

∫ rᵐR² dr = 4Z³ m!/(2Z)ᵐ⁺¹.

**Solution.** Squaring gives R² = 4Z³ exp(−2Zr). Part (a) with n = m and b = 2Z does the rest.

In the code, `h` is this squared form. It uses (√Z)² = Z, which needs Z ≥ 0. The integral from part (a) then needs 2Z > 0.

```lean
/-- All radial integrals of the ground state with nuclear charge `Z > 0` in closed form. -/
theorem radialIntegral_groundState {Z : ℝ} (hZ : 0 < Z) (m : ℕ) :
    radialIntegral (groundState Z) m
      = 4 * Z ^ 3 * ((m.factorial : ℝ) / (2 * Z) ^ (m + 1)) := by
  have h : ∀ r : ℝ, r ^ m * groundState Z r ^ 2
      = 4 * Z ^ 3 * (r ^ m * Real.exp (-(2 * Z * r))) := by
    intro r
    have e : Real.exp (-(2 * Z * r)) = Real.exp (-(Z * r)) ^ 2 := by
      rw [← Real.exp_nat_mul]
      congr 1
      push_cast
      ring
    have s := Real.sq_sqrt hZ.le
    unfold groundState
    rw [e]
    linear_combination 4 * r ^ m * Z ^ 2 * Real.exp (-(Z * r)) ^ 2 * s
  unfold radialIntegral
  simp only [h]
  rw [integral_const_mul, integral_pow_mul_exp m (by positivity)]
```

## (c) The slope of the ground state

Show that at every r

R′(r) = −Z R(r).

**Solution.** The derivative of exp(−Zr) is −Z exp(−Zr), and the constant in front is unchanged.

`HasDerivAt` says both that the derivative exists at r and that it has this value. The proof is the chain rule.

```lean
/-- The radial slope of the ground state is `-Z` times the state itself. -/
theorem hasDerivAt_groundState (Z r : ℝ) :
    HasDerivAt (groundState Z) (-Z * groundState Z r) r := by
  have h : HasDerivAt (fun x : ℝ => -(Z * x)) (-Z) r := by
    simpa using ((hasDerivAt_id' r).const_mul Z).fun_neg
  exact (h.exp.const_mul (2 * (Z * √Z))).congr_deriv (by unfold groundState; ring)
```

## (d) Five expectation values for charge Z

Show that for Z > 0

∫ r²R² dr = 1,  ⟨1/r⟩ = Z,  ⟨r⟩ = 3/(2Z),  ⟨r²⟩ = 3/Z²,  ⟨p²⟩ = Z².

**Solution.** Put m = 2, 1, 3, 4 into part (b):

4Z³ · 2/(8Z³) = 1
4Z³ · 1/(4Z²) = Z
4Z³ · 6/(16Z⁴) = 3/(2Z)
4Z³ · 24/(32Z⁵) = 3/Z².

For the momentum, part (c) gives r²R′² = Z² r²R², whose integral is Z² times the norm, that is Z².

The five statements are joined by `∧` in the same order. The norm is proved first as `h2`, because the momentum integral needs it again.

```lean
/-- For nuclear charge `Z > 0` the ground state has norm `1`, mean inverse radius `Z`, mean
radius `3/(2Z)`, mean square radius `3/Z^2` and mean square momentum `Z^2`. -/
theorem groundState_expectations {Z : ℝ} (hZ : 0 < Z) :
    radialIntegral (groundState Z) 2 = 1 ∧ radialIntegral (groundState Z) 1 = Z ∧
    radialIntegral (groundState Z) 3 = 3 / (2 * Z) ∧
    radialIntegral (groundState Z) 4 = 3 / Z ^ 2 ∧ momentumSq (groundState Z) = Z ^ 2 := by
  have h2 : radialIntegral (groundState Z) 2 = 1 := by
    rw [radialIntegral_groundState hZ, show Nat.factorial 2 = 2 from rfl]
    push_cast
    field_simp
    norm_num
  refine ⟨h2, ?_, ?_, ?_, ?_⟩
  · rw [radialIntegral_groundState hZ, show Nat.factorial 1 = 1 from rfl]
    push_cast
    field_simp
    norm_num
  · rw [radialIntegral_groundState hZ, show Nat.factorial 3 = 6 from rfl]
    push_cast
    field_simp
    norm_num
  · rw [radialIntegral_groundState hZ, show Nat.factorial 4 = 24 from rfl]
    push_cast
    field_simp
    norm_num
  · -- the slope is proportional to the state, so the norm integral returns
    have h : ∀ r : ℝ, r ^ 2 * deriv (groundState Z) r ^ 2
        = Z ^ 2 * (r ^ 2 * groundState Z r ^ 2) := by
      intro r
      rw [(hasDerivAt_groundState Z r).deriv]
      ring
    unfold momentumSq
    simp only [h]
    rw [integral_const_mul]
    unfold radialIntegral at h2
    rw [h2, mul_one]
```

## (e) The values for hydrogen

For R = 2 exp(−r), show that the integrals of r²R², rR², r³R², r⁴R² and r²R′² are

1, 1, 3/2, 3, 1.

**Solution.** This is part (d) at Z = 1, where Z^(3/2) = 1. Lean first shows that the two functions are equal, then specialises. For this one-electron atom, the numbers can serve as reference values for a radial grid or a basis set.

```lean
/-- For the hydrogen ground state `R(r) = 2 exp(-r)` the integrals of `r^2 R^2`, `r R^2`,
`r^3 R^2`, `r^4 R^2` and `r^2 R'^2` are `1`, `1`, `3/2`, `3` and `1`. -/
theorem hydrogen_expectations :
    let R : ℝ → ℝ := fun r => 2 * Real.exp (-r)
    radialIntegral R 2 = 1 ∧ radialIntegral R 1 = 1 ∧ radialIntegral R 3 = 3 / 2 ∧
    radialIntegral R 4 = 3 ∧ momentumSq R = 1 := by
  intro R
  have hR : R = groundState 1 := by
    funext r
    simp [R, groundState]
  rw [hR]
  simpa using groundState_expectations one_pos
```

## (f) The lower bound for radial functions

Let R be any real function that is continuous at the origin from the right and differentiable for r > 0. Write

N = ∫ r²R² dr,  A = ∫ r⁴R² dr,  B = ∫ r²R′² dr,

and let all three be finite. Show that

(9/4) N² ≤ A B.

**Solution.** Let C = ∫ r³RR′ dr. It converges, because

|r³RR′| = |r²R · rR′| ≤ r⁴R² + r²R′².

In the same way r³R² ≤ r²R² + r⁴R², so r³R² is integrable. Its derivative,

(r³R²)′ = 3r²R² + 2r³RR′,

is integrable too. Hence r³R² has a limit at infinity, and since the function itself is integrable, that limit is 0. At r = 0 it vanishes because R is continuous there. Integrating the derivative leaves no boundary term:

0 = 3N + 2C.

Now for every real t

0 ≤ ∫ r²(R′ + t r R)² dr = A t² + 2C t + B = A t² − 3N t + B.

A quadratic that is never negative has discriminant at most zero, so 9N² − 4AB ≤ 0. If A = 0, the expression is linear in t and can stay nonnegative only if N = 0, so the bound still holds.

For a normalised state N = 1, and the result reads ⟨r²⟩⟨p²⟩ ≥ 9/4. For any other N > 0, ⟨r²⟩ = A/N and ⟨p²⟩ = B/N, and the same bound follows. This is Heisenberg's relation in three dimensions for real s states; states with angular dependence do not enter. For a single electron in such a state, it means that confinement to a given ⟨r²⟩ requires a kinetic energy of at least 9/(8⟨r²⟩).

In the Lean statement, `h0` is continuity at the origin and `hd` is differentiability for r > 0, so a cusp at the nucleus is allowed. The hypotheses `hN`, `hA` and `hB` say that N, A and B are finite. The last two matter because Lean gives a divergent integral the value 0, which could make the right-hand side vanish while N > 0. The first follows from the other conditions, since R is bounded near the origin and r²R² ≤ r⁴R² for r ≥ 1; it is assumed here to shorten the proof.

In the proof, `hC` and `hF` are the two comparisons, with `nlinarith` supplied with the squares that prove them. `hder` is the product rule, `ibp` becomes 3N + 2C = 0, and `key` is the quadratic in t. `discrim_le_zero` then gives the bound.

```lean
/-- Radial uncertainty relation: if a real radial function is continuous at the origin from the
right and differentiable for `r > 0`, and `r^2 R^2`, `r^4 R^2` and `r^2 R'^2` are integrable over
positive `r`, then the product of the last two integrals is at least `9/4` times the square of the
first. -/
theorem radial_uncertainty (R : ℝ → ℝ) (h0 : ContinuousWithinAt R (Ici 0) 0)
    (hd : ∀ r, 0 < r → DifferentiableAt ℝ R r)
    (hN : IntegrableOn (fun r => r ^ 2 * R r ^ 2) (Ioi 0))
    (hA : IntegrableOn (fun r => r ^ 4 * R r ^ 2) (Ioi 0))
    (hB : IntegrableOn (fun r => r ^ 2 * deriv R r ^ 2) (Ioi 0)) :
    9 / 4 * radialIntegral R 2 ^ 2 ≤ radialIntegral R 4 * momentumSq R := by
  have hm : AEStronglyMeasurable R (volume.restrict (Ioi 0)) :=
    ContinuousOn.aestronglyMeasurable
      (fun r hr => (hd r hr).continuousAt.continuousWithinAt) measurableSet_Ioi
  have hp : AEStronglyMeasurable (fun r : ℝ => r ^ 3) (volume.restrict (Ioi 0)) :=
    (continuous_pow 3).aestronglyMeasurable
  -- the cross term and the boundary term are integrable by comparison
  have hC : IntegrableOn (fun r => r ^ 3 * (R r * deriv R r)) (Ioi 0) := by
    refine Integrable.mono' (hA.add hB)
      (hp.mul (hm.mul (measurable_deriv R).aestronglyMeasurable)) (ae_of_all _ fun r => ?_)
    change |r ^ 3 * (R r * deriv R r)| ≤ r ^ 4 * R r ^ 2 + r ^ 2 * deriv R r ^ 2
    rw [abs_le]
    constructor <;> nlinarith [sq_nonneg (r ^ 2 * R r + r * deriv R r),
      sq_nonneg (r ^ 2 * R r - r * deriv R r), sq_nonneg (r ^ 2 * R r),
      sq_nonneg (r * deriv R r)]
  have hF : IntegrableOn (fun r => r ^ 3 * R r ^ 2) (Ioi 0) := by
    refine Integrable.mono' (hN.add hA) (hp.mul (hm.pow 2)) (ae_of_all _ fun r => ?_)
    change |r ^ 3 * R r ^ 2| ≤ r ^ 2 * R r ^ 2 + r ^ 4 * R r ^ 2
    rw [abs_le]
    constructor <;> nlinarith [sq_nonneg (r * R r + r ^ 2 * R r),
      sq_nonneg (r * R r - r ^ 2 * R r), sq_nonneg (r * R r), sq_nonneg (r ^ 2 * R r)]
  have hder : ∀ r ∈ Ioi (0 : ℝ), HasDerivAt (fun r => r ^ 3 * R r ^ 2)
      (3 * (r ^ 2 * R r ^ 2) + 2 * (r ^ 3 * (R r * deriv R r))) r := fun r hr =>
    ((hasDerivAt_pow 3 r).fun_mul ((hd r hr).hasDerivAt.fun_pow 2)).congr_deriv
      (by norm_num; ring)
  have hint : IntegrableOn (fun r => 3 * (r ^ 2 * R r ^ 2)
      + 2 * (r ^ 3 * (R r * deriv R r))) (Ioi 0) :=
    (Integrable.const_mul hN 3).add (Integrable.const_mul hC 2)
  -- integration by parts without boundary terms
  have ibp := integral_Ioi_of_hasDerivAt_of_tendsto
    (((continuous_pow 3).continuousWithinAt).mul (h0.pow 2)) hder hint
    (tendsto_zero_of_hasDerivAt_of_integrableOn_Ioi hder hint hF)
  rw [integral_add (Integrable.const_mul hN 3) (Integrable.const_mul hC 2),
    integral_const_mul, integral_const_mul] at ibp
  norm_num at ibp
  -- a nonnegative quadratic in t has nonpositive discriminant
  have key : ∀ t : ℝ, 0 ≤ radialIntegral R 4 * (t * t)
      + (-3 * radialIntegral R 2) * t + momentumSq R := by
    intro t
    have hpos : 0 ≤ ∫ r in Ioi (0 : ℝ), (t ^ 2 * (r ^ 4 * R r ^ 2)
        + 2 * t * (r ^ 3 * (R r * deriv R r))) + r ^ 2 * deriv R r ^ 2 := by
      refine integral_nonneg fun r => ?_
      change 0 ≤ (t ^ 2 * (r ^ 4 * R r ^ 2)
        + 2 * t * (r ^ 3 * (R r * deriv R r))) + r ^ 2 * deriv R r ^ 2
      nlinarith [sq_nonneg (r * (deriv R r + t * r * R r))]
    have h12 : IntegrableOn (fun r => t ^ 2 * (r ^ 4 * R r ^ 2)
        + 2 * t * (r ^ 3 * (R r * deriv R r))) (Ioi 0) :=
      (Integrable.const_mul hA (t ^ 2)).add (Integrable.const_mul hC (2 * t))
    rw [integral_add h12 hB, integral_add (Integrable.const_mul hA (t ^ 2))
      (Integrable.const_mul hC (2 * t)), integral_const_mul, integral_const_mul] at hpos
    unfold radialIntegral momentumSq
    linear_combination hpos + t * ibp
  have hdisc := discrim_le_zero key
  unfold discrim at hdisc
  linarith
```

## (g) A Gaussian reaches the bound

For G = exp(−r²/2), with N, A and B formed from G, show that

N > 0 and A B = (9/4) N².

**Solution.** Since G² = exp(−r²), the substitution x = r² gives

∫ rⁿG² dr = ½ Γ((n + 1)/2).

So N = ½ Γ(3/2) > 0. From Γ(5/2) = (3/2) Γ(3/2) follows A = (3/2) N. The slope is G′ = −rG, hence r²G′² = r⁴G² and B = A. Therefore A B = (9/4) N².

After normalisation, ⟨r²⟩ = ⟨p²⟩ = 3/2. G is smooth and decays fast, so it meets the conditions of part (f), and no constant larger than 9/4 would do there. The condition N > 0 rules out the empty equality 0 = 0.

In the code, `hI` is the Gamma formula, `hP` is B = A, and `h4` is the recursion step.

```lean
/-- The Gaussian `exp(-r^2/2)` has a positive norm integral and attains equality in the radial
uncertainty relation. -/
theorem gaussian_equality :
    let G : ℝ → ℝ := fun r => Real.exp (-(r ^ 2 / 2))
    0 < radialIntegral G 2 ∧
      radialIntegral G 4 * momentumSq G = 9 / 4 * radialIntegral G 2 ^ 2 := by
  intro G
  have hsq : ∀ r, G r ^ 2 = Real.exp (-r ^ 2) := by
    intro r
    simp only [G]
    rw [← Real.exp_nat_mul]
    congr 1
    push_cast
    ring
  have hI : ∀ n : ℕ, radialIntegral G n = 1 / 2 * Real.Gamma (((n : ℝ) + 1) / 2) := by
    intro n
    have hn : (-1 : ℝ) < n := by
      have := Nat.cast_nonneg (α := ℝ) n
      linarith
    have h := integral_rpow_mul_exp_neg_rpow (p := ((2 : ℕ) : ℝ)) (q := (n : ℝ))
      (by norm_num) hn
    simp only [Real.rpow_natCast] at h
    unfold radialIntegral
    simp only [hsq]
    simpa using h
  have hG : ∀ r, HasDerivAt G (-r * G r) r := by
    intro r
    have h : HasDerivAt (fun x : ℝ => -(x ^ 2 / 2)) (-r) r :=
      (((hasDerivAt_pow 2 r).div_const 2).fun_neg).congr_deriv (by norm_num)
    exact h.exp.congr_deriv (by simp only [G]; ring)
  have hP : momentumSq G = radialIntegral G 4 := by
    unfold momentumSq radialIntegral
    congr 1
    funext r
    rw [(hG r).deriv]
    ring
  -- the Gamma recursion relates the second and fourth moments
  have h2 : radialIntegral G 2 = 1 / 2 * Real.Gamma (3 / 2) := by
    rw [hI]
    norm_num
  have h4 : radialIntegral G 4 = 3 / 2 * radialIntegral G 2 := by
    have hg := Real.Gamma_add_one (s := 3 / 2) (by norm_num)
    rw [h2, hI, show (((4 : ℕ) : ℝ) + 1) / 2 = 3 / 2 + 1 by norm_num, hg]
    ring
  refine ⟨?_, ?_⟩
  · rw [h2]
    have := Real.Gamma_pos_of_pos (s := 3 / 2) (by norm_num)
    positivity
  · rw [hP, h4]
    ring
```

## (h) The ground state lies above the bound

Show that for every Z > 0 the state of part (b) has

⟨r²⟩⟨p²⟩ = 3 > 9/4.

**Solution.** By part (d) the product is (3/Z²) · Z² = 3. A larger charge shrinks the atom and raises the momentum in exact compensation. The exponential therefore exceeds the Gaussian's product by a third, whatever the charge.

The theorem states the value and the strict inequality as two claims. Lean takes `h4` and `hp` from part (d) and cancels Z², which is nonzero.

```lean
/-- For every nuclear charge `Z > 0` the ground state has uncertainty product
`⟨r^2⟩⟨p^2⟩ = 3`, strictly above `9/4`. -/
theorem groundState_uncertainty_product {Z : ℝ} (hZ : 0 < Z) :
    radialIntegral (groundState Z) 4 * momentumSq (groundState Z) = 3 ∧
      9 / 4 < radialIntegral (groundState Z) 4 * momentumSq (groundState Z) := by
  obtain ⟨-, -, -, h4, hp⟩ := groundState_expectations hZ
  have h : radialIntegral (groundState Z) 4 * momentumSq (groundState Z) = 3 := by
    rw [h4, hp, div_mul_cancel₀ _ (pow_ne_zero 2 hZ.ne')]
  exact ⟨h, by rw [h]; norm_num⟩

end

end HydrogenRadialUncertainty
```

```lean
#print axioms HydrogenRadialUncertainty.hydrogen_expectations
#print axioms HydrogenRadialUncertainty.radial_uncertainty
#print axioms HydrogenRadialUncertainty.gaussian_equality
#print axioms HydrogenRadialUncertainty.groundState_uncertainty_product
```

```
'HydrogenRadialUncertainty.hydrogen_expectations' depends on axioms: [propext, Classical.choice, Quot.sound]
'HydrogenRadialUncertainty.radial_uncertainty' depends on axioms: [propext, Classical.choice, Quot.sound]
'HydrogenRadialUncertainty.gaussian_equality' depends on axioms: [propext, Classical.choice, Quot.sound]
'HydrogenRadialUncertainty.groundState_uncertainty_product' depends on axioms: [propext, Classical.choice, Quot.sound]
```
